# The strain derivative of P(G)/|G|^l and its traceless tensor

Strain acts here on a reciprocal vector G through the full inverse matrix, as (1 + tε)⁻¹G, and not through a first-order expansion of it. The linear response therefore has to be derived. The matrix ε is real and need not be symmetric, and t is a real parameter that switches the strain on.

If positions, written as columns, deform as r → (1 + tε)r, then keeping G·r fixed requires the inverse transpose on G. For symmetric ε, the usual case for stress, the two rules agree. For general ε, the rule used here belongs to a cell deformed by 1 + tεᵀ.

In a plane-wave calculation with ultrasoft pseudopotentials, projectors and augmentation functions contain angular factors of this kind, and the stress needs their strain derivatives. In the projectors, k + G takes the place of G, where k is the Bloch wavevector. The results below supply the derivative of that angular factor alone, for a fixed real polynomial P that is homogeneous of degree l; radial functions and volume prefactors have strain derivatives of their own, while structure factors do not change when the atoms move with the cell, because G·r is then fixed.

## Vectors, polynomials and the tensor

The components of G are labelled by a finite index type `n`, so the dimension is arbitrary. The length is |G| = √(Σ_i G_i²), written `gnorm G`.

```lean
import Mathlib

open MvPolynomial
open scoped Matrix Topology

namespace UltrasoftStress

noncomputable section

variable {n : Type*} [Fintype n] [DecidableEq n]

/-- The Euclidean length of a reciprocal vector `G`. -/
def gnorm (G : n → ℝ) : ℝ := √(∑ i, G i ^ 2)
```

The angular function is Y(G) = P(G)/|G|^l, with l a natural number. In Lean, P is an `MvPolynomial n ℝ` and `eval G P` is its value at G. A real spherical harmonic has this form, with its normalisation constant absorbed in P. The polynomial need not be harmonic. Y depends on the direction of G alone when P is homogeneous of degree l, which part (f) assumes; the definition itself accepts any P.

```lean
/-- The angular function `Y(G) = P(G) / |G|^l`, for nonzero `G`. -/
def angular (P : MvPolynomial n ℝ) (l : ℕ) (G : n → ℝ) : ℝ :=
  eval G P / gnorm G ^ l
```

The strained vector is `strained ε t G`, where `*ᵥ` multiplies a matrix into a vector.

```lean
/-- The reciprocal vector `(1 + t ε)⁻¹ G` of the strained cell, for invertible `1 + t ε`. -/
def strained (ε : Matrix n n ℝ) (t : ℝ) (G : n → ℝ) : n → ℝ :=
  (1 + t • ε)⁻¹ *ᵥ G
```

Finally, write ∂_aP for the partial derivative of P with respect to its variable a, evaluated at G; in Lean it is `eval G (pderiv a P)`. The tensor Y_ab is introduced by a formula, and its relation to strain is left to part (f):

Y_ab = −G_b ∂_aP/|G|^l + l G_a G_b P/|G|^(l+2).

```lean
/-- The tensor `Y_ab = -G_b ∂_a P / |G|^l + l G_a G_b P / |G|^(l+2)`, for nonzero `G`. -/
def strainTensor (P : MvPolynomial n ℝ) (l : ℕ) (G : n → ℝ) (a b : n) : ℝ :=
  -(G b * eval G (pderiv a P)) / gnorm G ^ l
    + l * G a * G b * eval G P / gnorm G ^ (l + 2)
```

## (a) The length of a nonzero vector

Show that, for G ≠ 0,

|G| > 0.

**Solution.** Some component G_i is nonzero, so G_i² > 0. The other squares are nonnegative, hence the sum is positive, and so is its square root. Lean obtains the component from `Function.ne_iff` and the positive sum from `Finset.sum_pos'`.

```lean
omit [DecidableEq n] in
/-- A nonzero reciprocal vector has positive length. -/
theorem gnorm_pos {G : n → ℝ} (hG : G ≠ 0) : 0 < gnorm G := by
  obtain ⟨i, hi⟩ := Function.ne_iff.mp hG
  have hi' : G i ≠ 0 := hi
  exact Real.sqrt_pos.mpr (Finset.sum_pos' (fun j _ => sq_nonneg (G j))
    ⟨i, Finset.mem_univ i, by positivity⟩)
```

## (b) The derivative of a coordinate

Show that the coordinate polynomial x_i satisfies

∂_a x_i = δ_ai.

**Solution.** If a = i, the derivative of x_i with respect to itself is 1. If a ≠ i, x_i is constant in the variable a and the derivative is 0. The Lean proof splits into the same two cases, with the Kronecker delta written as an `if`.

```lean
omit [Fintype n] in
/-- The derivative of one coordinate with respect to another is a Kronecker delta. -/
theorem eval_pderiv_X (G : n → ℝ) (a i : n) :
    eval G (pderiv a (X i : MvPolynomial n ℝ)) = if a = i then 1 else 0 := by
  by_cases h : a = i
  · subst h
    simp
  · rw [pderiv_X_of_ne (fun e => h e.symm)]
    simp [h]
```

## (c) The first-order change of the reciprocal vector

Let g(t) = (1 + tε)⁻¹G. Show that

g′(0) = −εG.

**Solution.** The determinant of 1 + tε is continuous in t and equals 1 at t = 0, so the matrix is invertible for small t. There

g(t) + tεg(t) = G,

and since g(0) = G, for t ≠ 0

(g(t) − g(0))/t = −εg(t).

The inverse is the adjugate divided by the determinant, so it is continuous at t = 0. Thus g(t) → G, and the right-hand side tends to −εG.

In the code, `hinv` is the continuity of the inverse, `hsol` is the linear equation for g, and `hc` is the limit of εg(t). The statement is made component by component: `HasDerivAt f f' 0` says that f is differentiable at 0 with derivative f'.

```lean
/-- To first order in the strain, the reciprocal vector changes by `-ε G`. -/
theorem hasDerivAt_strained (ε : Matrix n n ℝ) (G : n → ℝ) (a : n) :
    HasDerivAt (fun t : ℝ => strained ε t G a) (-(ε *ᵥ G) a) 0 := by
  have hM : Continuous fun t : ℝ => (1 + t • ε : Matrix n n ℝ) :=
    continuous_const.add (continuous_id.smul continuous_const)
  have h0 : (1 + (0 : ℝ) • ε : Matrix n n ℝ).det ≠ 0 := by simp
  have hs : strained ε 0 G = G := by simp [strained]
  -- the inverse is continuous at zero strain
  have hinv : ContinuousAt (fun t : ℝ => (1 + t • ε : Matrix n n ℝ)⁻¹) 0 := by
    simp only [Matrix.inv_def, Ring.inverse_eq_inv']
    exact (hM.matrix_det.continuousAt.inv₀ h0).smul hM.matrix_adjugate.continuousAt
  have hL : Continuous fun M : Matrix n n ℝ => (ε *ᵥ (M *ᵥ G)) a :=
    (continuous_apply a).comp
      (continuous_const.matrix_mulVec (continuous_id.matrix_mulVec continuous_const))
  have hc : Filter.Tendsto (fun t : ℝ => (ε *ᵥ strained ε t G) a) (𝓝 0)
      (𝓝 ((ε *ᵥ G) a)) := by
    have h := (hL.tendsto _).comp hinv.tendsto
    simpa [strained, Function.comp_def] using h
  have hne := hM.matrix_det.continuousAt.eventually_ne h0
  rw [hasDerivAt_iff_tendsto_slope_zero]
  refine Filter.Tendsto.congr' ?_ (hc.neg.mono_left nhdsWithin_le_nhds)
  filter_upwards [nhdsWithin_le_nhds hne, self_mem_nhdsWithin] with t ht ht0
  -- the strained vector g solves g + t ε g = G
  have hsol : (1 + t • ε) *ᵥ strained ε t G = G := by
    rw [strained, Matrix.mulVec_mulVec,
      Matrix.mul_nonsing_inv _ (isUnit_iff_ne_zero.mpr ht), Matrix.one_mulVec]
  rw [Matrix.add_mulVec, Matrix.one_mulVec, Matrix.smul_mulVec] at hsol
  have key : strained ε t G a + t * (ε *ᵥ strained ε t G) a = G a := congrFun hsol a
  simp only [zero_add, hs, smul_eq_mul]
  rw [eq_inv_mul_iff_mul_eq₀ ht0]
  linear_combination -key
```

## (d) A polynomial along a curve

Let g(t) be any curve whose components have derivatives v_i at t = s. Show that

d/dt P(g(t)) = Σ_i v_i ∂_iP(g(s)) at t = s.

**Solution.** Build P from constants by addition and by multiplication with coordinates. For a constant both sides vanish, and sums follow by linearity. If the rule holds for p, the product rule gives

d/dt [p(g) g_i] = (Σ_j v_j ∂_jp) g_i + p v_i.

By part (b), ∂_j(p x_i) = (∂_jp) x_i + p δ_ji. Multiplying by v_j and summing over j gives the same expression, so the rule holds for p x_i.

The three cases of `MvPolynomial.induction_on` are these three steps, and `e` is the product rule with its delta.

```lean
/-- Chain rule for a polynomial along a differentiable curve `g` with velocity `v`. -/
theorem hasDerivAt_eval (P : MvPolynomial n ℝ) {g : ℝ → n → ℝ} {v : n → ℝ} {s : ℝ}
    (hg : ∀ i, HasDerivAt (fun t => g t i) (v i) s) :
    HasDerivAt (fun t => eval (g t) P) (∑ i, v i * eval (g s) (pderiv i P)) s := by
  induction P using MvPolynomial.induction_on with
  | C c => simpa using hasDerivAt_const s c
  | add p q hp hq => simpa [mul_add, Finset.sum_add_distrib] using hp.fun_add hq
  | mul_X p i hp =>
    have e : ∀ j, v j * eval (g s) (pderiv j (p * X i))
        = v j * eval (g s) (pderiv j p) * g s i
          + if j = i then eval (g s) p * v i else 0 := by
      intro j
      rw [pderiv_mul, map_add, map_mul, map_mul, eval_X, eval_pderiv_X]
      split_ifs with h
      · subst h
        ring
      · ring
    have h := hp.fun_mul (hg i)
    simp only [map_mul, eval_X]
    refine h.congr_deriv ?_
    simp only [e, Finset.sum_add_distrib, Finset.sum_mul, Finset.sum_ite_eq',
      Finset.mem_univ, if_true]
```

## (e) A power of the length along a curve

For the same kind of curve, with g(s) ≠ 0, show that at t = s

d/dt |g|^l = l |g|^l (Σ_i g_i v_i)/|g|².

**Solution.** The squared length has derivative 2 Σ_i g_i v_i. Since |g| > 0 by part (a), the square root can be differentiated:

d|g|/dt = (Σ_i g_i v_i)/|g|.

The power rule multiplies this by l|g|^(l−1), which is the target for l ≥ 1. For l = 0 both sides are zero. Lean treats l = 0 separately, because l − 1 is a subtraction of natural numbers.

```lean
omit [DecidableEq n] in
/-- Derivative of `|g|^l` along a differentiable curve `g` with velocity `v`, at a point
where `g` is nonzero. -/
theorem hasDerivAt_gnorm_pow (l : ℕ) {g : ℝ → n → ℝ} {v : n → ℝ} {s : ℝ}
    (hg : ∀ i, HasDerivAt (fun t => g t i) (v i) s) (h0 : g s ≠ 0) :
    HasDerivAt (fun t => gnorm (g t) ^ l)
      (l * gnorm (g s) ^ l * (∑ i, g s i * v i) / gnorm (g s) ^ 2) s := by
  have hpos := gnorm_pos h0
  have hne := hpos.ne'
  have hsum : HasDerivAt (fun t => ∑ i, g t i ^ 2) (∑ i, 2 * (g s i * v i)) s :=
    HasDerivAt.fun_sum fun i _ => ((hg i).fun_pow 2).congr_deriv (by simp [mul_assoc])
  have hr := (hsum.sqrt (Real.sqrt_pos.mp hpos).ne').fun_pow l
  refine hr.congr_deriv ?_
  rw [← Finset.mul_sum]
  change (l : ℝ) * gnorm (g s) ^ (l - 1) * (2 * _ / (2 * gnorm (g s))) = _
  rcases l with _ | k
  · simp
  · rw [Nat.add_sub_cancel, pow_succ]
    field_simp
```

## (f) The strain derivative and the trace

Let P be homogeneous of degree l and G ≠ 0. Show that, for every real matrix ε,

d/dt Y((1 + tε)⁻¹G) at t = 0 equals Σ_a Σ_b ε_ab Y_ab,

and that

Σ_a Y_aa = 0.

**Solution.** Put v = −εG, S = Σ_a v_a ∂_aP and T = Σ_a G_a v_a. Parts (c), (d) and (e) with the quotient rule give

dY/dt = [S|G|^l − P · l|G|^l T/|G|²]/|G|^(2l)
= S/|G|^l − lPT/|G|^(l+2).

Now insert v_a = −Σ_b ε_ab G_b:

dY/dt = Σ_a Σ_b ε_ab [−G_b ∂_aP/|G|^l + l G_a G_b P/|G|^(l+2)].

The bracket is Y_ab.

For the trace, differentiate P(sG) = s^l P(G) at s = 1. This is Euler's identity, Σ_a G_a ∂_aP = lP. Therefore

Σ_a Y_aa = −lP/|G|^l + lP|G|²/|G|^(l+2) = 0.

Taking ε to be the identity shows what this means: a uniform dilation changes the length of G but not its direction, and Y depends only on direction.

In Lean, `h1` and `h2` are the derivatives of numerator and denominator, `alg` simplifies the quotient, and `e2` rearranges the sums. Euler's identity is `hP.sum_X_mul_pderiv`. Homogeneity is used only for the trace.

```lean
/-- For `P` homogeneous of degree `l` and `G` nonzero, the strain derivative of
`Y(G) = P(G) / |G|^l` is `∑ ε_ab Y_ab`, and the tensor `Y_ab` is traceless. -/
theorem strain_derivative {P : MvPolynomial n ℝ} {l : ℕ} (hP : P.IsHomogeneous l)
    {G : n → ℝ} (hG : G ≠ 0) :
    (∀ ε : Matrix n n ℝ, HasDerivAt (fun t : ℝ => angular P l (strained ε t G))
      (∑ a, ∑ b, ε a b * strainTensor P l G a b) 0) ∧
    ∑ a, strainTensor P l G a a = 0 := by
  have hr : gnorm G ≠ 0 := (gnorm_pos hG).ne'
  have hR : gnorm G ^ l ≠ 0 := pow_ne_zero l hr
  constructor
  · intro ε
    have h0 : strained ε 0 G = G := by simp [strained]
    have hg := hasDerivAt_strained ε G
    have h1 := hasDerivAt_eval P (g := fun t => strained ε t G)
      (v := fun a => -(ε *ᵥ G) a) hg
    have h2 := hasDerivAt_gnorm_pow l (g := fun t => strained ε t G)
      (v := fun a => -(ε *ᵥ G) a) hg (by simpa only [h0] using hG)
    have h := h1.fun_div h2 (by simpa only [h0] using hR)
    refine h.congr_deriv ?_
    simp only [h0]
    -- collect the tensor contraction into the two sums of the quotient rule
    have e : ∀ a, ∑ b, ε a b * strainTensor P l G a b = (ε *ᵥ G) a *
        (-eval G (pderiv a P) / gnorm G ^ l
          + l * G a * eval G P / gnorm G ^ (l + 2)) := by
      intro a
      simp only [Matrix.mulVec, dotProduct, Finset.sum_mul]
      refine Finset.sum_congr rfl fun b _ => ?_
      unfold strainTensor
      ring
    have e2 : ∑ a, ∑ b, ε a b * strainTensor P l G a b
        = (∑ a, -(ε *ᵥ G) a * eval G (pderiv a P)) / gnorm G ^ l
          - l * eval G P / gnorm G ^ (l + 2) * ∑ a, G a * -(ε *ᵥ G) a := by
      rw [Finset.sum_div, Finset.mul_sum, ← Finset.sum_sub_distrib]
      refine Finset.sum_congr rfl fun a _ => ?_
      rw [e a]
      ring
    have alg : ∀ R r S T c p : ℝ, R ≠ 0 → r ≠ 0 →
        (S * R - p * (c * R * T / r ^ 2)) / R ^ 2
          = S / R - c * p / (R * r ^ 2) * T := by
      intro R r S T c p h3 h4
      field_simp
    rw [e2, pow_add]
    exact alg _ _ _ _ _ _ hR hr
  · -- Euler's identity for the homogeneous polynomial
    have hE := congrArg (eval G) hP.sum_X_mul_pderiv
    simp only [map_sum, map_mul, eval_X, nsmul_eq_mul, map_natCast] at hE
    have hsq : ∑ a, G a ^ 2 = gnorm G ^ 2 :=
      (Real.sq_sqrt (Finset.sum_nonneg fun i _ => sq_nonneg (G i))).symm
    have e : ∑ a, strainTensor P l G a a
        = l * eval G P / gnorm G ^ (l + 2) * ∑ a, G a ^ 2
          - (∑ a, G a * eval G (pderiv a P)) / gnorm G ^ l := by
      rw [Finset.sum_div, Finset.mul_sum, ← Finset.sum_sub_distrib]
      refine Finset.sum_congr rfl fun a _ => ?_
      unfold strainTensor
      ring
    have c : l * eval G P / (gnorm G ^ l * gnorm G ^ 2) * gnorm G ^ 2
        = l * eval G P / gnorm G ^ l := by
      field_simp
    rw [e, hE, hsq, pow_add, c, sub_self]
```

## (g) The antisymmetric part

Show that

Y_ab − Y_ba = (G_a ∂_bP − G_b ∂_aP)/|G|^l.

**Solution.** The term with G_a G_b is symmetric and cancels. What remains is −G_b ∂_aP + G_a ∂_bP, divided by |G|^l. The numerator is the rotation generator G_a ∂_b − G_b ∂_a acting on P, and the antisymmetric part of the tensor is half of the difference Y_ab − Y_ba. A symmetric strain, contracted with Y_ab, sees only the symmetric part of the tensor.

Lean unfolds the definition and finishes with `ring`. No condition on G is needed, since Lean assigns a value to division by zero; the physical reading is for G ≠ 0.

```lean
omit [DecidableEq n] in
/-- The difference `Y_ab - Y_ba` is the rotation generator `G_a ∂_b - G_b ∂_a`
acting on `P`, divided by `|G|^l`. -/
theorem strainTensor_sub_swap (P : MvPolynomial n ℝ) (l : ℕ) (G : n → ℝ) (a b : n) :
    strainTensor P l G a b - strainTensor P l G b a
      = (G a * eval G (pderiv b P) - G b * eval G (pderiv a P)) / gnorm G ^ l := by
  unfold strainTensor
  ring
```

## (h) The function z/|G|

In three dimensions the indices 0, 1, 2 stand for x, y, z. For P = z and G ≠ 0, show that the strain derivative of G_2/|G| is

Σ_a Σ_b ε_ab [−G_b δ_a2/|G| + G_a G_b G_2/|G|³].

**Solution.** Here l = 1 and ∂_aP = δ_a2. Substitute both into part (f).

As a numerical instance, take G = (1, 2, 2), so |G| = 3, and let ε_22 = 1 be the only nonzero entry of ε. The formula gives

−2/3 + 8/27 = −10/27.

Directly, the strained vector is (1, 2, 2/(1 + t)), so for small t

Y = 2/√(5(1 + t)² + 4),

whose derivative at t = 0 is −10/27 as well. The diagonal entries of the tensor are 2/27, 8/27 and −10/27, with sum zero.

The Lean proof specialises `strain_derivative` to the homogeneous polynomial `X 2` and evaluates its derivatives by part (b).

```lean
/-- The strain derivative of `z / |G|` at nonzero `G` in three dimensions, with the
tensor written out. -/
theorem strain_derivative_z (ε : Matrix (Fin 3) (Fin 3) ℝ) {G : Fin 3 → ℝ} (hG : G ≠ 0) :
    HasDerivAt (fun t : ℝ => strained ε t G 2 / gnorm (strained ε t G))
      (∑ a, ∑ b, ε a b * (-(G b * if a = 2 then 1 else 0) / gnorm G
        + G a * G b * G 2 / gnorm G ^ 3)) 0 := by
  have h := (strain_derivative (isHomogeneous_X ℝ (2 : Fin 3)) hG).1 ε
  simp only [angular, eval_X, pow_one] at h
  refine h.congr_deriv ?_
  refine Finset.sum_congr rfl fun a _ => Finset.sum_congr rfl fun b _ => ?_
  simp only [strainTensor, eval_X, eval_pderiv_X]
  push_cast
  ring
```

## (i) The function xy/|G|²

For P = xy and G ≠ 0 in three dimensions, show that the strain derivative of G_0 G_1/|G|² is

Σ_a Σ_b ε_ab [−G_b(δ_a0 G_1 + G_0 δ_a1)/|G|² + 2 G_a G_b G_0 G_1/|G|⁴].

**Solution.** Now l = 2, and the product rule gives ∂_aP = δ_a0 G_1 + G_0 δ_a1. Substitution into part (f) gives the result. In Lean, `hP` establishes degree 2 as the sum of the degrees of the two factors, and `pderiv_mul` supplies the product rule.

```lean
/-- The strain derivative of `x y / |G|^2` at nonzero `G` in three dimensions, with the
tensor written out. -/
theorem strain_derivative_xy (ε : Matrix (Fin 3) (Fin 3) ℝ) {G : Fin 3 → ℝ} (hG : G ≠ 0) :
    HasDerivAt (fun t : ℝ =>
        strained ε t G 0 * strained ε t G 1 / gnorm (strained ε t G) ^ 2)
      (∑ a, ∑ b, ε a b *
        (-(G b * ((if a = 0 then 1 else 0) * G 1 + G 0 * if a = 1 then 1 else 0))
          / gnorm G ^ 2 + 2 * G a * G b * (G 0 * G 1) / gnorm G ^ 4)) 0 := by
  have hP : (X 0 * X 1 : MvPolynomial (Fin 3) ℝ).IsHomogeneous 2 :=
    (isHomogeneous_X ℝ (0 : Fin 3)).mul (isHomogeneous_X ℝ (1 : Fin 3))
  have h := (strain_derivative hP hG).1 ε
  simp only [angular, map_mul, eval_X] at h
  refine h.congr_deriv ?_
  refine Finset.sum_congr rfl fun a _ => Finset.sum_congr rfl fun b _ => ?_
  simp only [strainTensor, pderiv_mul, map_add, map_mul, eval_X, eval_pderiv_X]
  push_cast
  ring

end

end UltrasoftStress
```

```lean
#print axioms UltrasoftStress.strain_derivative
#print axioms UltrasoftStress.strainTensor_sub_swap
#print axioms UltrasoftStress.strain_derivative_z
#print axioms UltrasoftStress.strain_derivative_xy
```

```
'UltrasoftStress.strain_derivative' depends on axioms: [propext, Classical.choice, Quot.sound]
'UltrasoftStress.strainTensor_sub_swap' depends on axioms: [propext, Classical.choice, Quot.sound]
'UltrasoftStress.strain_derivative_z' depends on axioms: [propext, Classical.choice, Quot.sound]
'UltrasoftStress.strain_derivative_xy' depends on axioms: [propext, Classical.choice, Quot.sound]
```
